# Exactly one polynomial of degree at most $2m+1$ runs from $-1$ at $x=-1$ to $1$ at $x=1$ with slope divisible by $(1-x^2)^m$

A switching polynomial should arrive flat at both ends of its interval, and flatness can be expressed in two ways: as a list of derivatives that vanish at the end points, or as a factor that the slope must contain. The definition used here takes the second. It asks for a real polynomial $p$ of degree at most $2m+1$, with $p(-1)=-1$ and $p(1)=1$, whose derivative $p'$ is divisible by $(1-x^2)^m$. The natural number $m$ is the order of the switch. The vanishing of the derivatives of orders $1$ to $m$ at $x=\pm1$ is then a theorem.

The other version would put those $2m$ vanishing derivatives into the definition, next to the two end values. For real polynomials the two versions agree: a zero of order at least $m$ at each end gives $p'$ the factors $(1-x)^m$ and $(1+x)^m$, which are coprime, so their product divides $p'$. The definition would then read like a programmer's specification, and the problem would become Hermite interpolation with $2m+2$ conditions on $2m+2$ coefficients. The price would be the extra argument from zeros to factors, which the divisibility condition makes unnecessary. The file proves only the passage from divisibility to vanishing derivatives.

## The polynomial and its slope

Define

$$P_m(x)=\sum_{k=0}^{m}\frac{(-1)^k}{2k+1}\binom{m}{k}x^{2k+1}.$$

The unique switching polynomial of order $m$ is

$$p(x)=\frac{P_m(x)}{P_m(1)},\qquad p'(x)=\frac{(1-x^2)^m}{P_m(1)}.$$

It is odd, and it is strictly increasing on $[-1,1]$. The case $m=0$ is the straight line $p(x)=x$, with no flatness at the ends. For $m=3$,

$$p(x)=\frac{35x-35x^3+21x^5-5x^7}{16}.$$

## Cutoffs and grid weights

Suppose a pair potential $V(r)$ is to be turned off between the distances $r_{\mathrm{on}}<r_{\mathrm{off}}$. Map the distance $r$ to the standard interval and define the switch $S$ by

$$x=\frac{2r-r_{\mathrm{on}}-r_{\mathrm{off}}}{r_{\mathrm{off}}-r_{\mathrm{on}}},\qquad S(r)=\frac{1-p(x)}{2}.$$

Then $S$ falls from $1$ at $r_{\mathrm{on}}$ to $0$ at $r_{\mathrm{off}}$. Outside the window, set $S=1$ below $r_{\mathrm{on}}$ and $S=0$ above $r_{\mathrm{off}}$. The force from the switched energy $VS$ is

$$-\frac{d(VS)}{dr}=-V'(r)S(r)+V(r)\,\frac{p'(x)}{r_{\mathrm{off}}-r_{\mathrm{on}}}.$$

For smooth $V$ this force is continuous across both edges of the window when $m\ge1$, because $p'(\pm1)=0$. With $m\ge2$ its first derivative is continuous as well.

The same kind of polynomial can divide space between atoms in the numerical integration grids of electronic structure codes, where the result settles the switching polynomial of order $m$ and degree at most $2m+1$ but says nothing about the accuracy of the resulting quadrature. For two atoms, let $x$ be the distance to the first nucleus minus the distance to the second, divided by the distance between the nuclei. Oddness is useful there: $p(-x)=-p(x)$ makes the weights $(1-p(x))/2$ of the first atom and $(1+p(x))/2$ of the second exchange places when $x$ changes sign. These two weights always add up to $1$. With more atoms, products of such pair factors need not add up to $1$, and they can be normalised by dividing by their sum.

## Derivation from the slope

**The primitive.** The binomial theorem gives

$$(1-x^2)^m=\sum_{k=0}^{m}(-1)^k\binom{m}{k}x^{2k}.$$

Integrating term by term from $0$ gives $P_m$, so $P_m'=(1-x^2)^m$. Every power in $P_m$ is odd, hence $P_m(-x)=-P_m(x)$.

**A positive normalisation.** For $-1<x<1$ we have $1-x^2=(1-x)(1+x)>0$, so $P_m'(x)>0$. As $P_m$ is continuous on the closed interval, it is strictly increasing on all of $[-1,1]$. In particular $P_m(-1)<P_m(1)$. By oddness this says $-P_m(1)<P_m(1)$, and therefore $P_m(1)>0$.

**Uniqueness.** Let $p$ be a switching polynomial of order $m$. Divisibility gives a polynomial $q$ with

$$p'=(1-x^2)^m q.$$

The left side has degree at most $2m$. If $q$ is not zero, the right side has degree $2m+\deg q$, so $\deg q=0$. If $q$ is zero, it is constant anyway. Write $q=c$. Then

$$(p-cP_m)'=c(1-x^2)^m-c(1-x^2)^m=0,$$

so $p-cP_m=d$ for some constant $d$. At the two ends this reads

$$1-cP_m(1)=d,\qquad -1+cP_m(1)=d.$$

Adding the equations gives $d=0$, and then $c=1/P_m(1)$. Hence $p=P_m/P_m(1)$.

**Existence.** Conversely, $P_m/P_m(1)$ has degree at most $2m+1$. Its value is $1$ at $x=1$ and, by oddness, $-1$ at $x=-1$. Its slope is a constant times $(1-x^2)^m$. All requirements are met, and division by the positive number $P_m(1)$ preserves both oddness and strict increase.

**Flat ends.** If a polynomial has the form $f=(1-x^2)^{n+1}r$, with $n$ a natural number and $r$ a polynomial, the product rule gives

$$f'=(1-x^2)^n\left[-2(n+1)x\,r+(1-x^2)r'\right].$$

One differentiation therefore removes at most one factor. For $1\le k\le m$, the polynomial $p'$ is divisible by $(1-x^2)^k$. After $k-1$ further derivatives at least one factor $1-x^2$ remains, so the $k$-th derivative of $p$ vanishes at both ends.

**Order three.** Here

$$P_3(x)=x-x^3+\frac{3x^5}{5}-\frac{x^7}{7},\qquad P_3(1)=\frac{16}{35}.$$

Multiplying $P_3$ by $35/16$ gives the formula above, whose slope is $\tfrac{35}{16}(1-x^2)^3$.

## The Lean file

```lean
import Mathlib

open Polynomial

namespace SwitchingPolynomial

noncomputable section

/-- A switching polynomial of order `m`: degree at most `2m+1`, value `1` at `x = 1` and `-1` at
`x = -1`, and a slope divisible by `(1 - x²)^m`. -/
def IsSwitching (m : ℕ) (p : ℝ[X]) : Prop :=
  p.natDegree ≤ 2 * m + 1 ∧ p.eval 1 = 1 ∧ p.eval (-1) = -1 ∧
    (1 - X ^ 2) ^ m ∣ derivative p

/-- The sum of the terms `(-1)^k (m choose k) x^(2k+1) / (2k+1)` for `k = 0, ..., m`. -/
def primitive (m : ℕ) : ℝ[X] :=
  ∑ k ∈ Finset.range (m + 1),
    C ((-1) ^ k * (m.choose k : ℝ) / (2 * (k : ℝ) + 1)) * X ^ (2 * k + 1)

/-- The polynomial `primitive m` divided by its value at `x = 1`. -/
def switching (m : ℕ) : ℝ[X] := C ((primitive m).eval 1)⁻¹ * primitive m

/-- The derivative of `primitive m` is `(1 - x²)^m`. -/
theorem derivative_primitive (m : ℕ) :
    derivative (primitive m) = (1 - X ^ 2) ^ m := by
  -- expand the power by the binomial theorem
  have h : (1 - X ^ 2 : ℝ[X]) ^ m =
      ∑ k ∈ Finset.range (m + 1), C ((-1) ^ k * (m.choose k : ℝ)) * X ^ (2 * k) := by
    rw [sub_eq_neg_add, add_pow]
    refine Finset.sum_congr rfl fun k _ => ?_
    rw [neg_pow (X ^ 2 : ℝ[X]) k, ← pow_mul, one_pow]
    simp only [map_mul, map_pow, map_neg, map_one, map_natCast]
    ring
  rw [h, primitive, derivative_sum]
  refine Finset.sum_congr rfl fun k _ => ?_
  have hk : (2 * (k : ℝ) + 1) ≠ 0 := by positivity
  have e : (-1) ^ k * (m.choose k : ℝ) / (2 * (k : ℝ) + 1) * ((2 * k + 1 : ℕ) : ℝ)
      = (-1) ^ k * (m.choose k : ℝ) := by
    push_cast
    exact div_mul_cancel₀ _ hk
  rw [derivative_C_mul_X_pow, e, Nat.add_sub_cancel]

/-- The polynomial `primitive m` is an odd function. -/
theorem primitive_odd (m : ℕ) (x : ℝ) :
    (primitive m).eval (-x) = -(primitive m).eval x := by
  simp only [primitive, eval_finsetSum, eval_mul, eval_C, eval_pow, eval_X]
  rw [← Finset.sum_neg_distrib]
  refine Finset.sum_congr rfl fun k _ => ?_
  rw [Odd.neg_pow ⟨k, rfl⟩]
  ring

/-- The polynomial `primitive m` is strictly increasing on `[-1, 1]`. -/
theorem primitive_strictMonoOn (m : ℕ) :
    StrictMonoOn (fun x => (primitive m).eval x) (Set.Icc (-1) 1) := by
  refine strictMonoOn_of_deriv_pos (convex_Icc _ _) (primitive m).continuous.continuousOn ?_
  intro x hx
  rw [interior_Icc] at hx
  rw [Polynomial.deriv, derivative_primitive]
  simp only [eval_pow, eval_sub, eval_one, eval_X]
  exact pow_pos (by nlinarith [mul_pos (sub_pos.2 hx.1) (sub_pos.2 hx.2)]) m

/-- The value of `primitive m` at `x = 1` is positive. -/
theorem primitive_one_pos (m : ℕ) : 0 < (primitive m).eval 1 := by
  have h : (primitive m).eval (-1) < (primitive m).eval 1 :=
    primitive_strictMonoOn m (by norm_num) (by norm_num) (by norm_num)
  rw [primitive_odd] at h
  linarith

/-- A polynomial is a switching polynomial of order `m` exactly when it is the normalised
primitive `switching m`. -/
theorem isSwitching_iff (m : ℕ) (p : ℝ[X]) : IsSwitching m p ↔ p = switching m := by
  have hP := primitive_one_pos m
  constructor
  · rintro ⟨hd, h1, h2, q, hq⟩
    -- comparing degrees, the cofactor `q` is a constant
    have hq0 : q.natDegree = 0 := by
      by_cases hz : q = 0
      · simp [hz]
      have h2' : (1 - X ^ 2 : ℝ[X]).natDegree = 2 := by compute_degree!
      have hne : (1 - X ^ 2 : ℝ[X]) ≠ 0 := by
        intro h0
        simp [h0] at h2'
      have hle := natDegree_derivative_le p
      rw [hq, natDegree_mul (pow_ne_zero m hne) hz, natDegree_pow, h2'] at hle
      omega
    obtain ⟨c, hc⟩ : ∃ c, q = C c := ⟨_, eq_C_of_natDegree_eq_zero hq0⟩
    -- so `p` and a multiple of the primitive differ by a constant
    have hder : derivative (p - C c * primitive m) = 0 := by
      rw [derivative_sub, derivative_C_mul, derivative_primitive, hq, hc]
      ring
    obtain ⟨d, hr⟩ : ∃ d, p - C c * primitive m = C d :=
      ⟨_, eq_C_of_natDegree_eq_zero (Polynomial.derivative_eq_zero.1 hder)⟩
    -- the two end values fix both constants
    have e1 := congrArg (eval 1) hr
    have e2 := congrArg (eval (-1)) hr
    simp only [eval_sub, eval_mul, eval_C, h1] at e1
    simp only [eval_sub, eval_mul, eval_C, h2, primitive_odd] at e2
    have hd0 : d = 0 := by linarith
    have hcP : c * (primitive m).eval 1 = 1 := by linarith
    rw [hd0, C_0, sub_eq_zero, eq_inv_of_mul_eq_one_left hcP] at hr
    exact hr
  · rintro rfl
    refine ⟨?_, ?_, ?_, ?_⟩
    · refine (natDegree_C_mul_le _ _).trans ?_
      refine natDegree_sum_le_of_forall_le _ _ fun k hk => ?_
      have hk' := Finset.mem_range.1 hk
      exact (natDegree_C_mul_X_pow_le _ _).trans (by omega)
    · rw [switching, eval_mul, eval_C, inv_mul_cancel₀ hP.ne']
    · rw [switching, eval_mul, eval_C, primitive_odd, mul_neg, inv_mul_cancel₀ hP.ne']
    · rw [switching, derivative_C_mul, derivative_primitive]
      exact dvd_mul_left _ _

/-- For every order `m` there is exactly one switching polynomial, and it is odd and strictly
increasing on `[-1, 1]`. -/
theorem existsUnique_switching (m : ℕ) :
    (∃! p, IsSwitching m p) ∧ ∀ p, IsSwitching m p →
      (∀ x, p.eval (-x) = -p.eval x) ∧
        StrictMonoOn (fun x => p.eval x) (Set.Icc (-1) 1) := by
  refine ⟨⟨switching m, (isSwitching_iff m _).2 rfl, fun p hp => (isSwitching_iff m p).1 hp⟩, ?_⟩
  intro p hp
  rw [(isSwitching_iff m p).1 hp]
  constructor
  · intro x
    simp only [switching, eval_mul, eval_C, primitive_odd, mul_neg]
  · intro x hx y hy hxy
    simp only [switching, eval_mul, eval_C]
    exact mul_lt_mul_of_pos_left (primitive_strictMonoOn m hx hy hxy)
      (inv_pos.2 (primitive_one_pos m))

/-- Each derivative lowers the power of `1 - x²` dividing a polynomial by at most one. -/
theorem dvd_iterate_derivative (n k : ℕ) (q : ℝ[X]) (h : (1 - X ^ 2) ^ (n + k) ∣ q) :
    (1 - X ^ 2) ^ n ∣ derivative^[k] q := by
  induction k generalizing q with
  | zero => simpa using h
  | succ k ih =>
    rw [Function.iterate_succ_apply]
    apply ih
    obtain ⟨r, rfl⟩ := h
    refine ⟨C ((n + (k + 1) : ℕ) : ℝ) * derivative (1 - X ^ 2) * r
      + (1 - X ^ 2) * derivative r, ?_⟩
    rw [derivative_mul, derivative_pow, show n + (k + 1) - 1 = n + k by omega]
    ring

/-- All derivatives of orders `1` to `m` of a switching polynomial of order `m` vanish at both
ends `x = 1` and `x = -1`. -/
theorem flat_at_ends {m k : ℕ} {p : ℝ[X]} (hp : IsSwitching m p) (h1 : 1 ≤ k) (hk : k ≤ m) :
    (derivative^[k] p).eval 1 = 0 ∧ (derivative^[k] p).eval (-1) = 0 := by
  obtain ⟨j, rfl⟩ := Nat.exists_eq_add_of_le' h1
  obtain ⟨r, hr⟩ := dvd_iterate_derivative 1 j (derivative p)
    ((pow_dvd_pow _ (by omega)).trans hp.2.2.2)
  rw [Function.iterate_succ_apply, hr]
  constructor <;> simp

/-- The switching polynomial of order three is `(35x - 35x³ + 21x⁵ - 5x⁷)/16`. -/
theorem isSwitching_three_iff (p : ℝ[X]) :
    IsSwitching 3 p ↔
      p = C (1 / 16) * (35 * X - 35 * X ^ 3 + 21 * X ^ 5 - 5 * X ^ 7) := by
  have h : IsSwitching 3
      (C (1 / 16) * (35 * X - 35 * X ^ 3 + 21 * X ^ 5 - 5 * X ^ 7)) := by
    refine ⟨?_, ?_, ?_, C (1 / 16) * 35, ?_⟩
    · have h7 : (C (1 / 16 : ℝ) *
          (35 * X - 35 * X ^ 3 + 21 * X ^ 5 - 5 * X ^ 7)).natDegree ≤ 7 := by
        compute_degree
      exact h7
    · norm_num
    · norm_num
    · simp only [derivative_mul, derivative_C, derivative_sub, derivative_add,
        derivative_ofNat, derivative_X_pow, derivative_X, map_natCast, Nat.reduceSub]
      push_cast
      ring
  rw [isSwitching_iff, (isSwitching_iff 3 _).1 h]

end

end SwitchingPolynomial
```

```lean
#print axioms SwitchingPolynomial.existsUnique_switching
#print axioms SwitchingPolynomial.dvd_iterate_derivative
#print axioms SwitchingPolynomial.flat_at_ends
#print axioms SwitchingPolynomial.isSwitching_three_iff
```

```
'SwitchingPolynomial.existsUnique_switching' depends on axioms: [propext, Classical.choice, Quot.sound]
'SwitchingPolynomial.dvd_iterate_derivative' depends on axioms: [propext, Classical.choice, Quot.sound]
'SwitchingPolynomial.flat_at_ends' depends on axioms: [propext, Classical.choice, Quot.sound]
'SwitchingPolynomial.isSwitching_three_iff' depends on axioms: [propext, Classical.choice, Quot.sound]
```

## From the Lean statements to the switch

The type `ℝ[X]` consists of polynomials with real coefficients, and `X` is the variable. `p.eval 1` is the value at $x=1$, `natDegree` is the degree, and `derivative` acts on the coefficients by the usual rule. The predicate `IsSwitching m p` joins the four requirements: the degree bound, the two end values and the divisibility of the slope. The symbol `∣` means divisibility among polynomials, so the cofactor $q$ must itself be a polynomial.

`primitive m` is $P_m$, and `switching m` is $P_m/P_m(1)$. The main classification, `isSwitching_iff`, says that the four requirements hold for $p$ exactly when $p$ equals `switching m`. `existsUnique_switching` restates this as unique existence, written `∃!`, and adds the two shape properties. Oddness holds for every real $x$, while `StrictMonoOn` with `Set.Icc (-1) 1` limits the strict increase to the closed interval. In `flat_at_ends`, the expression `derivative^[k] p` is the $k$-th derivative. For $m=0$ no $k$ satisfies the hypotheses, in agreement with the straight line.

The proof follows the derivation closely:

- `derivative_primitive` expands $(1-x^2)^m$ with `add_pow`, Mathlib's binomial theorem, and matches the two sums term by term. The factor $2k+1$ produced by differentiation cancels the denominator.
- `primitive_odd` takes the minus sign out of each odd power.
- `primitive_strictMonoOn` applies the theorem that a positive derivative in the interior gives strict increase. `nlinarith` obtains $1-x^2>0$ from the product of the positive numbers $x+1$ and $1-x$.
- `primitive_one_pos` compares the two end values and uses oddness.
- `isSwitching_iff` carries out the degree comparison, with `omega` settling the inequality between natural numbers. It then names the constants `c` and `d` and finds them from the end values. Its second half checks the four requirements for the normalised primitive.
- `dvd_iterate_derivative` proves the loss of at most one factor per derivative by induction on the number of derivatives. `flat_at_ends` uses it with one factor left over.
- `isSwitching_three_iff` verifies the explicit polynomial directly, with the constant $35/16$ as the cofactor of its slope. The classification then identifies it as the only one of order three.

## Exact coefficients, with clamping and rounding left to the code

The theorems fix the coefficients for every order $m$, in exact real arithmetic. An implementation that claims the same degree bound, end values and slope factor must therefore represent this polynomial, whatever form it uses to evaluate it. Strict increase together with the end values also keeps $p$ between $-1$ and $1$ on the interval, so the exact switch $S$ stays between $0$ and $1$.

Uniqueness depends on the degree bound. It does not exclude switches of higher degree or switches that are not polynomials, and it does not rank them by the accuracy of a simulation.

The file treats the polynomial on its standard interval. The map from distance to $x$, the constant values outside the window and the continuity of the switched force belong to the application described above. Floating-point evaluation is not modelled either, so a computed value may leave the range near an end. Nor do the theorems bound the energy drift of a trajectory, which also depends on the potential, the integrator and the time step.
